# For an arctangent phase shift, the scaled slope of a stabilization curve is a background plus a Lorentzian

## Can I read position, width and area of a resonance off $dL/dE$?

I put a hard wall at radius $L$, follow one positive-energy level of a short-range potential for many values of $L$, and tabulate $L$ against the energy $E$. I then differentiate, multiply by $-k$ with $k=\sqrt{2E}$ ($\hbar=m=1$), subtract $L/k$ and fit a Lorentzian. Assuming that the phase shift is exactly $\delta(E)=\arctan\big(2(E-E_0)/G\big)$ with $G>0$, I believe that what remains peaks at $E_0$, has full width $G$ and has area $\pi$. Can this be derived rigorously and checked by machine?

## Position and width yes, but the area above threshold is less than $\pi$

The wall condition used here covers only $E>0$, so what remains after the subtraction has the area $\pi/2+\arctan(2E_0/G)$, which tends to $\pi$ as $G\to0^+$ when $E_0>0$. The identity supports extracting $E_0$ and $G$ from a box-discretised continuum, for one $s$-wave channel with a free wave at the wall and one isolated resonance whose phase has exactly the assumed form. The peak lies on the curve when $E_0>0$, and both half-height points do when $E_0>G/2$.

### From the wall condition to the Lorentzian

For zero angular momentum, beyond the range of the potential the reduced radial wave (radius times the radial function) is $\sin(kr+\delta(E))$ at radius $r$. It vanishes at $r=L$ when $kL+\delta(E)=n\pi$ for an integer $n$. For $E>0$ we have $k>0$, so the only solution is
$$L_n(E)=\frac{n\pi-\delta(E)}{k}.$$
Primes denote $d/dE$. From $k'=2/(2\sqrt{2E})=1/k$ and the quotient rule,
$$L_n'=\frac{-\delta' k-(n\pi-\delta)/k}{k^2}=-\frac1k\Big(\frac{L_n}{k}+\delta'\Big).$$
The arctangent phase is a postulate: it stands for a single resonance across which the phase rises by almost $\pi$ over a few multiples of $G$. It is the background-free resonant phase $\pi/2+\arctan\big(2(E-E_0)/G\big)$, which passes through $\pi/2$ at $E_0$, shifted by the constant $-\pi/2$; this constant adds $\pi/(2k)$ to $L_n$ but does not change $\delta'$. The chain rule, followed by multiplying numerator and denominator by $G^2/4$, gives
$$\delta'=\frac{2/G}{1+4(E-E_0)^2/G^2}=\frac{G/2}{(E-E_0)^2+G^2/4}=:\Lambda(E)>0.$$
Hence $-kL_n'=L_n/k+\Lambda$, and the signal $S_n=-kL_n'-L_n/k$ equals $\Lambda$ for every $n$.

For $n\ge1$, $\delta<\pi/2<n\pi$ makes $L_n>0$. Then $L_n/k+\Lambda>0$, so $L_n'<0$ and $L_n$ decreases strictly.

Put $D=(E-E_0)^2+G^2/4>0$. The bound $(G/2)/D\le 2/G$ is $G^2/2\le 2D$, that is $0\le 2(E-E_0)^2$, with equality only at $E=E_0$. Half height, $(G/2)/D=1/G$, is $D=G^2/2$, that is $|E-E_0|=G/2$. Since $S_n=\delta'$ on $E>0$,
$$\int_0^\infty S_n\,dE=\lim_{E\to\infty}\delta(E)-\delta(0)=\frac\pi2+\arctan\frac{2E_0}{G}<\pi .$$
At $E_0=G/2$ this is $3\pi/4$. For $E_0>0$ and $G\to0^+$ the argument $2E_0/G$ diverges and the area tends to $\pi$.

### The Lean 4 file

```lean
import Mathlib

open Real Set Filter Topology MeasureTheory

namespace StabilizationCurve

noncomputable section

/-- Wave number `k = √(2E)` of a particle of energy `E`, in units `ħ = m = 1`. -/
def waveNumber (E : ℝ) : ℝ := √(2 * E)

/-- Resonant phase shift `arctan (2 (E - E₀) / G)` with position `E₀` and width `G`. -/
def phase (E₀ G E : ℝ) : ℝ := arctan (2 * (E - E₀) / G)

/-- The Lorentzian `(G/2) / ((E - E₀)² + G²/4)`. -/
def lorentzian (E₀ G E : ℝ) : ℝ := (G / 2) / ((E - E₀) ^ 2 + G ^ 2 / 4)

/-- The `n`-th stabilization curve, box length against energy: `L(E) = (nπ - δ(E)) / k`. -/
def stabCurve (δ : ℝ → ℝ) (n : ℤ) (E : ℝ) : ℝ := (n * π - δ E) / waveNumber E

/-- Scaled slope of the stabilization curve with the background removed: `-k L' - L/k`. -/
def signal (δ : ℝ → ℝ) (n : ℤ) (E : ℝ) : ℝ :=
  -waveNumber E * deriv (stabCurve δ n) E - stabCurve δ n E / waveNumber E

/-- At positive energy the wave number is positive and `dk/dE = 1/k`. -/
theorem waveNumber_pos_hasDerivAt {E : ℝ} (hE : 0 < E) :
    0 < waveNumber E ∧ HasDerivAt waveNumber (1 / waveNumber E) E := by
  have h2 : 0 < 2 * E := by positivity
  have hk : 0 < √(2 * E) := Real.sqrt_pos.mpr h2
  have h : HasDerivAt (fun x : ℝ => 2 * x) 2 E :=
    ((hasDerivAt_id' E).const_mul 2).congr_deriv (by ring)
  refine ⟨hk, (h.sqrt h2.ne').congr_deriv ?_⟩
  show 2 / (2 * √(2 * E)) = 1 / √(2 * E)
  rw [div_eq_div_iff (by positivity) hk.ne']
  ring

/-- At positive energy the quantization condition `k L + δ(E) = nπ` holds exactly when the
box length `L` lies on the `n`-th stabilization curve. -/
theorem quantization_iff (δ : ℝ → ℝ) (n : ℤ) {E : ℝ} (hE : 0 < E) (L : ℝ) :
    waveNumber E * L + δ E = n * π ↔ L = stabCurve δ n E := by
  have hk := (waveNumber_pos_hasDerivAt hE).1
  unfold stabCurve
  rw [eq_div_iff hk.ne']
  constructor <;> intro h <;> linarith

/-- For any phase shift with slope `δ'` at a positive energy, the stabilization curve has
slope `-(L/k + δ')/k` there. -/
theorem hasDerivAt_stabCurve {δ : ℝ → ℝ} {δ' E : ℝ} (n : ℤ) (hE : 0 < E)
    (hδ : HasDerivAt δ δ' E) :
    HasDerivAt (stabCurve δ n)
      (-(stabCurve δ n E / waveNumber E + δ') / waveNumber E) E := by
  obtain ⟨hk, hk'⟩ := waveNumber_pos_hasDerivAt hE
  have hk0 := hk.ne'
  -- quotient rule with `dk/dE = 1/k`
  refine ((hδ.const_sub (n * π)).fun_div hk' hk0).congr_deriv ?_
  unfold stabCurve
  first
    | (field_simp; done)
    | (field_simp; ring)

/-- For positive width the Lorentzian is positive and is the slope of the resonant phase. -/
theorem lorentzian_pos_hasDerivAt (E₀ E : ℝ) {G : ℝ} (hG : 0 < G) :
    0 < lorentzian E₀ G E ∧ HasDerivAt (phase E₀ G) (lorentzian E₀ G E) E := by
  have h : HasDerivAt (fun x : ℝ => 2 * (x - E₀) / G) (2 / G) E :=
    ((((hasDerivAt_id' E).sub_const E₀).const_mul 2).div_const G).congr_deriv (by ring)
  refine ⟨by unfold lorentzian; positivity, h.arctan.congr_deriv ?_⟩
  show 1 / (1 + (2 * (E - E₀) / G) ^ 2) * (2 / G) = (G / 2) / ((E - E₀) ^ 2 + G ^ 2 / 4)
  have hG0 := hG.ne'
  rw [div_mul_div_comm, div_eq_div_iff (by positivity) (by positivity)]
  first
    | (field_simp; done)
    | (field_simp; ring)

/-- For the resonant phase at positive energy and width, the stabilization curve is
differentiable and `-k L'` is the background `L/k` plus the Lorentzian, which is positive. -/
theorem stabCurve_slope (E₀ : ℝ) (n : ℤ) {E G : ℝ} (hE : 0 < E) (hG : 0 < G) :
    DifferentiableAt ℝ (stabCurve (phase E₀ G) n) E ∧
    -waveNumber E * deriv (stabCurve (phase E₀ G) n) E =
      stabCurve (phase E₀ G) n E / waveNumber E + lorentzian E₀ G E ∧
    0 < lorentzian E₀ G E := by
  obtain ⟨hpos, hδ⟩ := lorentzian_pos_hasDerivAt E₀ E hG
  have h := hasDerivAt_stabCurve n hE hδ
  have hk0 := (waveNumber_pos_hasDerivAt hE).1.ne'
  refine ⟨h.differentiableAt, ?_, hpos⟩
  rw [h.deriv, neg_div, neg_mul_neg, mul_div_cancel₀ _ hk0]

/-- For the resonant phase with positive width and every `n`, the background-subtracted slope equals
the Lorentzian at positive energy. -/
theorem signal_eq (E₀ : ℝ) (n : ℤ) {E G : ℝ} (hE : 0 < E) (hG : 0 < G) :
    signal (phase E₀ G) n E = lorentzian E₀ G E := by
  have h := (stabCurve_slope E₀ n hE hG).2.1
  unfold signal
  linarith

/-- For the resonant phase with positive width and `n ≥ 1`, the box length is positive at positive
energies and decreases strictly with energy. -/
theorem stabCurve_pos_strictAntiOn (E₀ : ℝ) {n : ℤ} (hn : 1 ≤ n) {G : ℝ} (hG : 0 < G) :
    (∀ E, 0 < E → 0 < stabCurve (phase E₀ G) n E) ∧
    StrictAntiOn (stabCurve (phase E₀ G) n) (Ioi 0) := by
  have hn' : (1 : ℝ) ≤ n := by exact_mod_cast hn
  have hpos : ∀ E, 0 < E → 0 < stabCurve (phase E₀ G) n E := by
    intro E hE
    -- the phase stays below `π/2 < nπ`
    have h1 : phase E₀ G E < π / 2 := arctan_lt_pi_div_two _
    have h2 : 1 * π ≤ n * π := mul_le_mul_of_nonneg_right hn' pi_pos.le
    exact div_pos (by linarith [pi_pos]) (waveNumber_pos_hasDerivAt hE).1
  refine ⟨hpos, strictAntiOn_of_deriv_neg (convex_Ioi 0) ?_ ?_⟩
  · intro E hE
    exact (stabCurve_slope E₀ n hE hG).1.continuousAt.continuousWithinAt
  · intro E hE
    rw [interior_Ioi] at hE
    obtain ⟨hl, hδ⟩ := lorentzian_pos_hasDerivAt E₀ E hG
    have hk := (waveNumber_pos_hasDerivAt hE).1
    have hb := div_pos (hpos E hE) hk
    rw [(hasDerivAt_stabCurve n hE hδ).deriv]
    exact div_neg_of_neg_of_pos (by linarith) hk

/-- For the resonant phase with positive width, at positive energies the background-subtracted slope
is at most `2/G`, equals `2/G` exactly at `E₀`, and equals half of it exactly at distance `G/2` from
`E₀`. -/
theorem signal_peak_width (E₀ : ℝ) (n : ℤ) {E G : ℝ} (hE : 0 < E) (hG : 0 < G) :
    signal (phase E₀ G) n E ≤ 2 / G ∧
    (signal (phase E₀ G) n E = 2 / G ↔ E = E₀) ∧
    (signal (phase E₀ G) n E = 1 / G ↔ |E - E₀| = G / 2) := by
  have hD : 0 < (E - E₀) ^ 2 + G ^ 2 / 4 := by positivity
  rw [signal_eq E₀ n hE hG]
  unfold lorentzian
  refine ⟨?_, ?_, ?_⟩
  · rw [div_le_div_iff₀ hD hG]
    nlinarith [sq_nonneg (E - E₀)]
  · rw [div_eq_div_iff hD.ne' hG.ne']
    constructor
    · intro h
      have h0 : (E - E₀) ^ 2 = 0 := by linarith
      exact sub_eq_zero.mp (pow_eq_zero_iff two_ne_zero |>.mp h0)
    · intro h
      rw [h]
      ring
  · have hs : |E - E₀| ^ 2 = (G / 2) ^ 2 ↔ |E - E₀| = G / 2 :=
      sq_eq_sq₀ (abs_nonneg _) (by positivity)
    rw [div_eq_div_iff hD.ne' hG.ne', ← hs, sq_abs]
    constructor <;> intro h <;> linarith

/-- For the resonant phase with positive width, over the positive energies the background-subtracted
slope is integrable, with area `π/2 + arctan (2E₀/G)`, which is less than `π`. -/
theorem integral_signal (E₀ : ℝ) (n : ℤ) {G : ℝ} (hG : 0 < G) :
    IntegrableOn (signal (phase E₀ G) n) (Ioi 0) ∧
    ∫ E in Ioi (0 : ℝ), signal (phase E₀ G) n E = π / 2 + arctan (2 * E₀ / G) ∧
    ∫ E in Ioi (0 : ℝ), signal (phase E₀ G) n E < π := by
  have hd : ∀ x ∈ Ici (0 : ℝ), HasDerivAt (phase E₀ G) (lorentzian E₀ G x) x :=
    fun x _ => (lorentzian_pos_hasDerivAt E₀ x hG).2
  have hp : ∀ x ∈ Ioi (0 : ℝ), 0 ≤ lorentzian E₀ G x :=
    fun x _ => (lorentzian_pos_hasDerivAt E₀ x hG).1.le
  -- the phase tends to `π/2` at high energy
  have h1 : Tendsto (fun E : ℝ => E - E₀) atTop atTop :=
    (tendsto_atTop_add_const_right atTop (-E₀) tendsto_id).congr
      (fun x => (sub_eq_add_neg x E₀).symm)
  have h2 : Tendsto (fun E : ℝ => 2 * (E - E₀) / G) atTop atTop :=
    (h1.const_mul_atTop two_pos).atTop_div_const hG
  have hl : Tendsto (phase E₀ G) atTop (𝓝 (π / 2)) :=
    (tendsto_arctan_atTop.mono_right nhdsWithin_le_nhds).comp h2
  have heq : EqOn (signal (phase E₀ G) n) (lorentzian E₀ G) (Ioi 0) :=
    fun E hE => signal_eq E₀ n hE hG
  have h0 : phase E₀ G 0 = -arctan (2 * E₀ / G) := by
    unfold phase
    rw [← arctan_neg]
    congr 1
    ring
  have hI : ∫ E in Ioi (0 : ℝ), signal (phase E₀ G) n E = π / 2 + arctan (2 * E₀ / G) := by
    rw [setIntegral_congr_fun measurableSet_Ioi heq,
      integral_Ioi_of_hasDerivAt_of_nonneg' hd hp hl, h0]
    ring
  refine ⟨(integrableOn_Ioi_deriv_of_nonneg' hd hp hl).congr_fun heq.symm measurableSet_Ioi,
    hI, ?_⟩
  rw [hI]
  linarith [arctan_lt_pi_div_two (2 * E₀ / G)]

/-- For a resonance at positive energy, the area of the background-subtracted slope over the
positive energies tends to `π` as the width tends to zero from above. -/
theorem integral_signal_narrow {E₀ : ℝ} (hE₀ : 0 < E₀) (n : ℤ) :
    Tendsto (fun G : ℝ => ∫ E in Ioi (0 : ℝ), signal (phase E₀ G) n E) (𝓝[>] 0) (𝓝 π) := by
  have h1 : Tendsto (fun G : ℝ => 2 * E₀ * G⁻¹) (𝓝[>] 0) atTop :=
    tendsto_inv_nhdsGT_zero.const_mul_atTop (by positivity)
  have h2 : Tendsto (fun G : ℝ => arctan (2 * E₀ * G⁻¹)) (𝓝[>] 0) (𝓝 (π / 2)) :=
    (tendsto_arctan_atTop.mono_right nhdsWithin_le_nhds).comp h1
  have h3 := h2.const_add (π / 2)
  rw [add_halves] at h3
  refine h3.congr' ?_
  filter_upwards [self_mem_nhdsWithin] with G hG
  rw [(integral_signal E₀ n hG).2.1, div_eq_mul_inv (2 * E₀) G]

end

end StabilizationCurve
```

```lean
#print axioms StabilizationCurve.stabCurve_slope
#print axioms StabilizationCurve.stabCurve_pos_strictAntiOn
#print axioms StabilizationCurve.signal_peak_width
#print axioms StabilizationCurve.integral_signal_narrow
```

```
'StabilizationCurve.stabCurve_slope' depends on axioms: [propext, Classical.choice, Quot.sound]
'StabilizationCurve.stabCurve_pos_strictAntiOn' depends on axioms: [propext, Classical.choice, Quot.sound]
'StabilizationCurve.signal_peak_width' depends on axioms: [propext, Classical.choice, Quot.sound]
'StabilizationCurve.integral_signal_narrow' depends on axioms: [propext, Classical.choice, Quot.sound]
```

### What the theorems say about the curve

Energies and lengths are real numbers and `n` is an integer. `waveNumber E` is $k$, `phase E₀ G E` is the resonant $\delta$, and `lorentzian E₀ G E` is $\Lambda$. The definitions `stabCurve δ n E` and `signal δ n E` give $L_n$ and $S_n$ for an arbitrary phase function `δ`, with $L_n'$ taken as `deriv (stabCurve δ n) E`. The signal is thus built from the curve itself, and its agreement with $\Lambda$ is a theorem. The sign convention is $kL+\delta=n\pi$, and the branch of the phase is the one with values in $(-\pi/2,\pi/2)$ that vanishes at $E_0$.

Two results hold for a general phase at $E>0$. `quantization_iff` says that $kL+\delta(E)=n\pi$ holds exactly when $L=L_n(E)$, and `hasDerivAt_stabCurve` gives the slope $-(L_n/k+\delta')/k$ wherever $\delta$ has a derivative. For the resonant phase with $E>0$, $G>0$, any real $E_0$ and any integer $n$, `stabCurve_slope` states that $L_n$ is differentiable at $E$, that $-kL_n'=L_n/k+\Lambda$, and that $\Lambda>0$; `signal_eq` states $S_n=\Lambda$. With `1 ≤ n`, `stabCurve_pos_strictAntiOn` gives positivity and strict decrease on `Ioi 0`, the interval $(0,\infty)$.

`signal_peak_width` characterises the peak among positive energies: $S_n\le2/G$, equality holds if and only if $E=E_0$, and $S_n=1/G$ if and only if $|E-E_0|=G/2$. The peak is therefore attained only when $E_0>0$, and both half-height points $E_0\pm G/2$ lie on the curve only when $E_0>G/2$. `integral_signal` gives integrability on $(0,\infty)$, the area and the bound by $\pi$. `integral_signal_narrow` gives the limit $\pi$ along `𝓝[>] 0`, meaning $G\to0$ from above, for $E_0>0$.

No Hamiltonian appears. The wall condition and the form of $\delta$ are inputs, so the theorems leave aside the existence of a potential with this phase, the threshold behaviour of a real phase shift, other background phases, nonzero angular momentum, overlapping resonances, coupled channels and the error of numerical differentiation. They also ignore that $L_n\to0$ as $E\to\infty$, so that on a fixed curve the wall eventually lies inside the range of a real potential, where the wall condition used here no longer applies. The integral of $\Lambda$ over the whole real line is also not treated.

### How the proofs follow the calculation

`waveNumber_pos_hasDerivAt` differentiates $\sqrt{2E}$ with `h.sqrt` and reduces $2/(2\sqrt{2E})$ to $1/k$ by cross-multiplying. `quantization_iff` multiplies through by $k\neq0$, after which both directions are linear. In `hasDerivAt_stabCurve`, `fun_div` is the quotient rule and `field_simp` brings the result to the form $-(L_n/k+\delta')/k$. In `lorentzian_pos_hasDerivAt`, the inner function has slope $2/G$, `h.arctan` is the chain rule, and clearing denominators replaces the multiplication by $G^2/4$. `stabCurve_slope` inserts this $\delta'$ in the general slope and cancels $k$, and `signal_eq` subtracts the background.

For monotonicity, `arctan_lt_pi_div_two` gives $n\pi-\delta>0$, and `strictAntiOn_of_deriv_neg` turns a negative derivative on a convex set into strict decrease. `signal_peak_width` cross-multiplies by $D$ and $G$ as above; `sq_eq_sq₀` passes from equal squares to $|E-E_0|=G/2$. In `integral_signal`, `hl` is the limit $\delta\to\pi/2$, `h0` is $\delta(0)=-\arctan(2E_0/G)$, and `heq` replaces $S_n$ by $\Lambda$ on $(0,\infty)$. Then `integral_Ioi_of_hasDerivAt_of_nonneg'` is the fundamental theorem of calculus on a half-line for a non-negative derivative, and `integrableOn_Ioi_deriv_of_nonneg'` supplies integrability from the same data. `integral_signal_narrow` composes $2E_0G^{-1}\to\infty$ with `tendsto_arctan_atTop` and transfers the limit to the integral through the area formula, valid for all $G>0$.

### The cases $n=0$ and $E_0=0$, and two slips

The examples below are worked from the definitions and formulas above and are not theorems in the file. Without $n\ge1$, take $n=0$ and $E_0>0$. Then $L_0(E_0)=0$ and $L_0<0$ above $E_0$, so positivity fails; since $L_0\to0$ as $E\to\infty$, strict decrease fails too. Without $E_0>0$ in the narrow-width limit, take $E_0=0$: the area is $\pi/2$ for every $G>0$, because half of the Lorentzian lies below threshold.

Holding $k$ fixed while differentiating gives $-kL_n'=\delta'$ and loses the background. This matters for the fit: for $n\ge1$ the term $L_n/k$ has negative slope, so $-kL_n'$ is still falling at $E_0$, and the peak statement applies to $S_n$ alone. In the formal statement, integrating `signal` over all of ℝ does not recover $\pi$. Lean sets the square root of a negative number and division by zero to $0$, so `signal` vanishes for $E\le0$ and the missing tail of $\Lambda$ stays missing.
